# Two Fermi reservoirs at inverse temperature b > 0 and bias V ≠ 0: the exchange integral is V coth(bV/2)

## Reservoirs, occupations and the exchange density

Two electron reservoirs have the same inverse temperature b = 1/(k_B T) and the chemical potentials μ + V and μ. At energy E their mean occupations are

f(E) = 1/(1 + exp(b(E − μ − V))),
g(E) = 1/(1 + exp(b(E − μ))).

An electron can pass from the first reservoir to the second if its level is occupied in the first and empty in the second, which gives the weight f(1 − g). The reverse transfer has weight g(1 − f). Transfers in both directions add to the current noise, so the quantity of interest is the sum of the two weights, integrated over energy.

The letter b stands for the usual β. V is an energy, the charge times the voltage, and it may have either sign.

In quantum transport, the zero-frequency noise of a tunnel junction is proportional to this integral when the electrons are non-interacting and the transmission is weak and independent of energy. That proportionality is the step from the integral to a real junction, and it is taken from physics here. The integral runs over the whole real line, which idealises a band whose lower edge lies many k_B T below both chemical potentials and whose upper edge lies many k_B T above both.

```lean
import Mathlib

open MeasureTheory Filter Topology

namespace NyquistShotCrossover

noncomputable section
```

In Lean, g is `fermi b μ` and f is `fermi b (μ + V)`. All parameters are real numbers, and the definition puts no condition on b.

```lean
/-- Fermi function at inverse temperature `b` and chemical potential `μ`. -/
def fermi (b μ E : ℝ) : ℝ := 1 / (1 + Real.exp (b * (E - μ)))
```

The derivation also uses the logarithm of the grand partition function of one level, which is either empty or singly occupied:

L_μ(E) = ln(1 + exp(−b(E − μ))).

```lean
/-- Logarithm of the grand partition function of one level of energy `E` that is either empty or
singly occupied, at inverse temperature `b` and chemical potential `μ`. -/
def levelLogZ (b μ E : ℝ) : ℝ := Real.log (1 + Real.exp (-(b * (E - μ))))
```

The sum of the two transfer weights is `exchangeDensity`.

```lean
/-- Exchange density `f(1-g) + g(1-f)` of two reservoirs with chemical potentials
`μ + V` (function `f`) and `μ` (function `g`). -/
def exchangeDensity (b μ V E : ℝ) : ℝ :=
  fermi b (μ + V) E * (1 - fermi b μ E) + fermi b μ E * (1 - fermi b (μ + V) E)
```

For every real b, a Fermi function is continuous and lies between 0 and 1. Both transfer weights are therefore continuous and nonnegative.

```lean
/-- The Fermi function is continuous in energy and lies between zero and one. -/
theorem fermi_regular (b μ : ℝ) :
    Continuous (fermi b μ) ∧ ∀ E, 0 ≤ fermi b μ E ∧ fermi b μ E ≤ 1 := by
  refine ⟨?_, fun E => ⟨?_, ?_⟩⟩
  · unfold fermi
    exact Continuous.div continuous_const (by fun_prop) (fun E => by positivity)
  · unfold fermi
    positivity
  · unfold fermi
    rw [div_le_one (by positivity)]
    linarith [Real.exp_pos (b * (E - μ))]
```

## One temperature for both reservoirs

The common b is built into `exchangeDensity`, which takes a single inverse temperature. Physically, the reservoirs differ in bias but not in temperature.

The derivation uses this to relate the two directions. With x = b(E − μ),

f(1 − g) = 1/(1 + exp(x − bV)) · exp(x)/(1 + exp(x)),
g(1 − f) = 1/(1 + exp(x)) · exp(x − bV)/(1 + exp(x − bV)).

The denominators agree, so

g(1 − f) = exp(−bV) f(1 − g).

This is detailed balance, with a ratio that is the same at every energy. In the proof, `hy` splits off the factor exp(−bV), and `hs` rewrites each empty-level probability as u/(1 + u). The final `linear_combination` multiplies `hy` by the two common denominators' reciprocals.

```lean
/-- Detailed balance: at each energy the backward product is `exp(-bV)` times the
forward product. -/
theorem detailed_balance (b μ V E : ℝ) :
    fermi b μ E * (1 - fermi b (μ + V) E)
      = Real.exp (-(b * V)) * (fermi b (μ + V) E * (1 - fermi b μ E)) := by
  have hy : Real.exp (b * (E - (μ + V)))
      = Real.exp (-(b * V)) * Real.exp (b * (E - μ)) := by
    rw [← Real.exp_add]
    congr 1
    ring
  have hs : ∀ u : ℝ, 0 < u → 1 - 1 / (1 + u) = u / (1 + u) := by
    intro u hu
    have hu' : 1 + u ≠ 0 := by positivity
    rw [eq_div_iff hu', sub_mul, div_mul_cancel₀ _ hu']
    ring
  unfold fermi
  rw [hs _ (Real.exp_pos (b * (E - μ))), hs _ (Real.exp_pos (b * (E - (μ + V))))]
  linear_combination (1 / (1 + Real.exp (b * (E - μ))))
    * (1 / (1 + Real.exp (b * (E - (μ + V))))) * hy
```

If the temperatures differed, the ratio would depend on E, and the backward weight would no longer be a constant multiple of the forward one.

## Positive temperature, b > 0

The condition b > 0 means a finite, positive temperature. It makes levels far above the chemical potential empty and levels far below it full, and this is what fixes the ends of the energy integral.

The first ingredient holds for any b. Differentiating the logarithm gives

dL_μ/dE = −b exp(−x)/(1 + exp(−x)) = −b/(1 + exp(x)) = −b g(E).

The Lean proof applies the chain rule and then uses exp(−x) exp(x) = 1, named `hx`, to match the two fractions.

```lean
/-- The energy derivative of the logarithm of the level partition function is `-b` times
the Fermi function. -/
theorem levelLogZ_hasDerivAt (b μ E : ℝ) :
    HasDerivAt (levelLogZ b μ) (-b * fermi b μ E) E := by
  have h1 : HasDerivAt (fun x : ℝ => -(b * (x - μ))) (-b) E :=
    ((((hasDerivAt_id' E).sub_const μ).const_mul b).fun_neg).congr_deriv (by ring)
  have hne : 1 + Real.exp (-(b * (E - μ))) ≠ 0 := by positivity
  have hne' : 1 + Real.exp (b * (E - μ)) ≠ 0 := by positivity
  have hx : Real.exp (-(b * (E - μ))) * Real.exp (b * (E - μ)) = 1 := by
    rw [← Real.exp_add, neg_add_cancel, Real.exp_zero]
  refine ((h1.exp.const_add 1).log hne).congr_deriv ?_
  unfold fermi
  rw [mul_one_div, div_eq_div_iff hne hne']
  linear_combination (-b) * hx
```

The sign of b enters in the limits. As E → +∞, exp(−b(E − μ)) → 0 and so L_μ(E) → 0. At low energy,

L_μ(E) + b(E − μ) = ln(1 + exp(b(E − μ))) → 0 as E → −∞.

In the proof, `htop` and `hbot` use `hb` to send b(E − μ) to +∞ and −∞. The fact `hlog`, that ln(1 + u) → 0 as u → 0, then gives both limits.

```lean
/-- For `b > 0` the logarithm of the level partition function vanishes at high energy and
approaches `-b(E-μ)` at low energy. -/
theorem levelLogZ_limits {b : ℝ} (hb : 0 < b) (μ : ℝ) :
    Tendsto (levelLogZ b μ) atTop (𝓝 0) ∧
      Tendsto (fun E => levelLogZ b μ E + b * (E - μ)) atBot (𝓝 0) := by
  have hlog : Tendsto (fun u : ℝ => Real.log (1 + u)) (𝓝 0) (𝓝 0) := by
    have h : Tendsto (fun u : ℝ => Real.log (1 + u)) (𝓝 0) (𝓝 (Real.log (1 + 0))) :=
      (tendsto_id.const_add 1).log (by norm_num)
    rwa [add_zero, Real.log_one] at h
  have htop : Tendsto (fun E : ℝ => b * (E - μ)) atTop atTop :=
    ((tendsto_atTop_add_const_right atTop (-μ) tendsto_id).const_mul_atTop hb).congr
      fun E => by show b * (E + -μ) = b * (E - μ); ring
  have hbot : Tendsto (fun E : ℝ => b * (E - μ)) atBot atBot :=
    ((tendsto_atBot_add_const_right atBot (-μ) tendsto_id).const_mul_atBot hb).congr
      fun E => by show b * (E + -μ) = b * (E - μ); ring
  refine ⟨hlog.comp (Real.tendsto_exp_neg_atTop_nhds_zero.comp htop),
    (hlog.comp (Real.tendsto_exp_atBot.comp hbot)).congr fun E => ?_⟩
  show Real.log (1 + Real.exp (b * (E - μ)))
    = Real.log (1 + Real.exp (-(b * (E - μ)))) + b * (E - μ)
  have hx : Real.exp (-(b * (E - μ))) * Real.exp (b * (E - μ)) = 1 := by
    rw [← Real.exp_add, neg_add_cancel, Real.exp_zero]
  have h : 1 + Real.exp (b * (E - μ))
      = (1 + Real.exp (-(b * (E - μ)))) * Real.exp (b * (E - μ)) := by
    linear_combination -hx
  rw [h, Real.log_mul (by positivity) (by positivity), Real.log_exp]
```

At b = 0 both occupations equal 1/2 at every energy. The exchange density is then the constant 1/2, which is not integrable, so b ≥ 0 would be too weak. The condition b ≠ 0 would also be too weak for the formula: changing b to −b exchanges occupied and empty probabilities and leaves the density unchanged, while V coth(bV/2) changes sign.

## Nonnegative weights and integrability

Finite limits of a primitive settle integrability when the density h is continuous and nonnegative. If F′ = h, then

∫ from −R to R of |h| dE = F(R) − F(−R),

and the right side converges as R → ∞. The full integral is then the difference of the limits of F. The lemma `integral_of_primitive` states this for a general density. Its proof uses nonnegativity to remove the norm and the fundamental theorem of calculus on each finite interval.

```lean
/-- A continuous nonnegative density whose primitive has finite limits at both ends of the
energy axis is integrable, and its integral is the difference of the limits. -/
theorem integral_of_primitive {h F : ℝ → ℝ} {m n : ℝ} (hc : Continuous h)
    (h0 : ∀ x, 0 ≤ h x) (hF : ∀ x, HasDerivAt F (h x) x)
    (hbot : Tendsto F atBot (𝓝 m)) (htop : Tendsto F atTop (𝓝 n)) :
    Integrable h ∧ ∫ x, h x = n - m := by
  have hi : Integrable h := by
    refine integrable_of_intervalIntegral_norm_tendsto (a := fun x : ℝ => -x)
      (b := fun x : ℝ => x) (l := atTop) (n - m) (fun i => hc.integrableOn_Ioc)
      tendsto_neg_atTop_atBot tendsto_id ?_
    refine (htop.sub (hbot.comp tendsto_neg_atTop_atBot)).congr fun i => ?_
    show F i - F (-i) = ∫ x in (-i)..i, ‖h x‖
    simp_rw [Real.norm_of_nonneg (h0 _)]
    exact (intervalIntegral.integral_eq_sub_of_hasDerivAt (fun x _ => hF x)
      (hc.intervalIntegrable _ _)).symm
  exact ⟨hi, integral_of_hasDerivAt_of_tendsto hF hi hbot htop⟩
```

Without the sign condition the lemma would fail. The function sin x / x, set to 1 at x = 0, is continuous and has a primitive with finite limits, but its absolute value has infinite integral. The transfer weights meet the condition because they are products of probabilities.

## Nonzero bias, V ≠ 0

A nonzero V means that the reservoirs are out of balance. The derivation uses it to divide by 1 − exp(−bV). Let D = L_μ − L_{μ+V}. Its derivative is

D′ = b(f − g) = b[f(1 − g) − g(1 − f)] = b(1 − exp(−bV)) f(1 − g).

Since b and V are nonzero, F = D/(b(1 − exp(−bV))) is a primitive of f(1 − g). At high energy D → 0. At low energy,

D → −b(E − μ) + b(E − μ − V) = −bV,

where the two terms in E cancel exactly. Hence

∫ f(1 − g) dE = [0 − (−bV)]/(b(1 − exp(−bV))) = V/(1 − exp(−bV)).

In `forward_integral`, `hk` shows that the denominator is nonzero, `hbot` is the low-energy limit of D, and `key` applies the integration lemma to F. Inside `key`, detailed balance turns the difference f − g into the forward weight.

```lean
/-- For `b > 0` and `V ≠ 0` the forward product `f(1-g)` is integrable over all energies,
with integral `V / (1 - exp(-bV))`; the denominator is nonzero. -/
theorem forward_integral {b V : ℝ} (hb : 0 < b) (hV : V ≠ 0) (μ : ℝ) :
    1 - Real.exp (-(b * V)) ≠ 0 ∧
    Integrable (fun E => fermi b (μ + V) E * (1 - fermi b μ E)) ∧
      ∫ E, fermi b (μ + V) E * (1 - fermi b μ E) = V / (1 - Real.exp (-(b * V))) := by
  have hk : 1 - Real.exp (-(b * V)) ≠ 0 := by
    intro h
    have h1 : Real.exp (-(b * V)) = 1 := by linarith
    rw [Real.exp_eq_one_iff] at h1
    exact mul_ne_zero hb.ne' hV (by linarith)
  have hbk := mul_ne_zero hb.ne' hk
  obtain ⟨t1, l1⟩ := levelLogZ_limits hb μ
  obtain ⟨t2, l2⟩ := levelLogZ_limits hb (μ + V)
  have hbot : Tendsto (fun E => levelLogZ b μ E - levelLogZ b (μ + V) E) atBot
      (𝓝 (-(b * V))) := by
    have h := (l1.sub l2).sub_const (b * V)
    rw [show (0 : ℝ) - 0 - b * V = -(b * V) by ring] at h
    exact h.congr fun E => by ring
  -- the scaled difference of the two logarithms is a primitive
  have key := integral_of_primitive
    (h := fun E => fermi b (μ + V) E * (1 - fermi b μ E))
    (F := fun E => (levelLogZ b μ E - levelLogZ b (μ + V) E)
      / (b * (1 - Real.exp (-(b * V)))))
    ((fermi_regular b (μ + V)).1.mul (continuous_const.sub (fermi_regular b μ).1))
    (fun E => mul_nonneg ((fermi_regular b (μ + V)).2 E).1
      (sub_nonneg.mpr ((fermi_regular b μ).2 E).2))
    (fun E => (((levelLogZ_hasDerivAt b μ E).fun_sub
      (levelLogZ_hasDerivAt b (μ + V) E)).div_const _).congr_deriv (by
        rw [div_eq_iff hbk]
        linear_combination (-b) * detailed_balance b μ V E))
    (hbot.div_const _) ((t1.sub t2).div_const _)
  refine ⟨hk, key.1, key.2.trans ?_⟩
  rw [← sub_div, div_eq_div_iff hbk hk]
  ring
```

Detailed balance supplies the backward part, so the total is

∫ [f(1 − g) + g(1 − f)] dE = V(1 + exp(−bV))/(1 − exp(−bV)).

Multiplying numerator and denominator by exp(bV/2) gives

V · 2 cosh(bV/2)/(2 sinh(bV/2)) = V coth(bV/2).

The theorem `noise_crossover` says that for b > 0, V ≠ 0 and any μ, the exchange density is integrable over the real line and its integral has this value, with coth written as cosh over sinh. In the proof, `hfun` writes the density as (1 + exp(−bV)) times the forward weight, and `hs` shows that sinh(bV/2) is nonzero. The identities `he` and `hpq` carry out the multiplication by exp(bV/2).

```lean
/-- For `b > 0` and `V ≠ 0` the exchange density is integrable over all energies and its integral is
`V coth(bV/2)`. -/
theorem noise_crossover {b V : ℝ} (hb : 0 < b) (hV : V ≠ 0) (μ : ℝ) :
    Integrable (exchangeDensity b μ V) ∧
      ∫ E, exchangeDensity b μ V E
        = V * Real.cosh (b * V / 2) / Real.sinh (b * V / 2) := by
  obtain ⟨hk, hi, hval⟩ := forward_integral hb hV μ
  have hfun : exchangeDensity b μ V = fun E =>
      (1 + Real.exp (-(b * V))) * (fermi b (μ + V) E * (1 - fermi b μ E)) := by
    funext E
    unfold exchangeDensity
    linear_combination detailed_balance b μ V E
  have hs : Real.sinh (b * V / 2) ≠ 0 := fun h =>
    mul_ne_zero hb.ne' hV (by linarith [Real.sinh_eq_zero.mp h])
  have hpq : Real.exp (b * V / 2) * Real.exp (-(b * V / 2)) = 1 := by
    rw [← Real.exp_add, add_neg_cancel, Real.exp_zero]
  have he : Real.exp (-(b * V)) = Real.exp (-(b * V / 2)) ^ 2 := by
    rw [sq, ← Real.exp_add]
    congr 1
    ring
  rw [hfun]
  refine ⟨hi.const_mul _, ?_⟩
  rw [integral_const_mul, hval, mul_div_assoc', div_eq_div_iff hk hs,
    Real.cosh_eq, Real.sinh_eq, he]
  linear_combination V * Real.exp (-(b * V / 2)) * hpq
```

At V = 0 the quotient in the theorem is 0/0, which Lean evaluates as 0, whereas the density 2g(1 − g) is positive everywhere. The formula as written would therefore be false there. When b|V| is large, V coth(bV/2) is close to |V|, the shot noise value; this limit is read off the formula and is not stated as a theorem.

## Bias tending to zero through nonzero values

The thermal, or Nyquist, value appears when the bias is small compared with k_B T. The limit is taken over V ≠ 0 from both sides, written `𝓝[≠] 0`, so that the formula above applies at every V involved. By the derivative of sinh at zero and the continuity of cosh,

sinh(bV/2)/V → b/2 and cosh(bV/2) → 1 as V → 0.

Since b/2 is nonzero, the quotient of these limits exists:

V coth(bV/2) = cosh(bV/2)/(sinh(bV/2)/V) → 1/(b/2) = 2/b = 2k_B T.

In `thermal_limit`, `hslope` is the first limit, obtained from the derivative `hsinh`, and `hcosh` is the second. After the division, `filter_upwards` restricts to V ≠ 0, where `noise_crossover` replaces the quotient by the integral.

```lean
/-- For `b > 0` the integrated exchange density tends to `2/b` as the bias `V` tends to zero through
nonzero values. -/
theorem thermal_limit {b : ℝ} (hb : 0 < b) (μ : ℝ) :
    Tendsto (fun V => ∫ E, exchangeDensity b μ V E) (𝓝[≠] 0) (𝓝 (2 / b)) := by
  have hlin : HasDerivAt (fun V : ℝ => b * V / 2) (b / 2) 0 :=
    (((hasDerivAt_id' (0 : ℝ)).const_mul b).div_const 2).congr_deriv (by ring)
  have hsinh : HasDerivAt (fun V : ℝ => Real.sinh (b * V / 2)) (b / 2) 0 :=
    hlin.sinh.congr_deriv (by simp)
  have hslope := hasDerivAt_iff_tendsto_slope_zero.mp hsinh
  have hcosh : Tendsto (fun V : ℝ => Real.cosh (b * V / 2)) (𝓝[≠] 0) (𝓝 1) := by
    have hc : Continuous (fun V : ℝ => Real.cosh (b * V / 2)) :=
      Real.continuous_cosh.comp (by fun_prop)
    have h := (hc.tendsto 0).mono_left (nhdsWithin_le_nhds (s := {0}ᶜ))
    simpa only [mul_zero, zero_div, Real.cosh_zero] using h
  have h := hcosh.div hslope (by positivity)
  rw [one_div_div] at h
  refine h.congr' ?_
  filter_upwards [self_mem_nhdsWithin] with V hV
  rw [(noise_crossover hb hV μ).2]
  simp only [Pi.div_apply, zero_add, mul_zero, zero_div, Real.sinh_zero, sub_zero,
    smul_eq_mul]
  rw [div_mul_eq_div_div, div_inv_eq_mul, mul_comm V]

end

end NyquistShotCrossover
```

The limit leaves out the point V = 0 itself. The integral at zero bias can be found by a short calculation: g′ = −b g(1 − g), so 2g(1 − g) has the primitive −2g/b and integrates to 2/b, in agreement with the limit.

```lean
#print axioms NyquistShotCrossover.thermal_limit
```

```
'NyquistShotCrossover.thermal_limit' depends on axioms: [propext, Classical.choice, Quot.sound]
```
